# Near a simple node in one dimension, the kinetic estimator ½(ψ'/ψ)² has finite mean and infinite variance

A variational Monte Carlo run draws positions x with probability proportional to ψ(x)², where ψ is a real trial function, and averages a local quantity over them. For the kinetic energy in units ħ = m = 1, integration by parts with vanishing boundary terms turns −½∫ψψ'' into ½∫ψ'². One may therefore average the nonnegative quantity

T(x) = ½ (ψ'(x)/ψ(x))².

A real excited state on the line has nodes, and T is unbounded near each of them. The sampling density vanishes there too, so walkers seldom come close. The question is whether they stay away enough for the average and its error bar to make sense.

Place the node at x = 0 and suppose that ψ is continuously differentiable near 0, with ψ(0) = 0 and ψ'(0) ≠ 0. This is a simple node: the function crosses zero with a finite slope. For real q, the integral of ψ²T^q over a sufficiently small interval around the node is finite exactly when q < 3/2. The mean (q = 1) is finite and the second moment (q = 2) is not. In a one-dimensional calculation with such a node, the usual error bar, which presumes a finite variance, thus loses its justification for this estimator.

## Counting powers of x at the node

Write c = ψ'(0). Since ψ(0) = 0, the definition of the derivative gives ψ(x)/x → c as x → 0, and continuity of the derivative gives ψ'(x) → c. Hence

x² T(x) = ½ (ψ'(x) / (ψ(x)/x))² → ½ (c/c)² = ½.

So T grows as 1/(2x²), whatever the slope. For x ≠ 0, collecting the powers of x gives

ψ(x)² T(x)^q / |x|^(2−2q) = (ψ(x)/x)² (x² T(x))^q → L, where L = c² (½)^q > 0.

Near the node this ratio therefore lies between L/2 and 2L:

(L/2) |x|^(2−2q) < ψ(x)² T(x)^q < 2L |x|^(2−2q).

The moment is finite exactly when |x|^(2−2q) has a finite integral across 0. For s > −1,

∫₀ᵇ xˢ dx = b^(s+1)/(s+1),

while for s = −1 the integral diverges logarithmically and for s < −1 as a power of the lower cutoff. With s = 2 − 2q, the condition s > −1 reads q < 3/2.

For the variance, let E be any real reference value; it need not be an energy of the system. Expanding the square and rearranging,

ψ²T² = ψ²(T − E)² + 2E ψ²T − E² ψ².

The last two terms have finite integrals, by the cases q = 1 and q = 0. If the first term had one as well, so would the left side, which contradicts the case q = 2. The mean square deviation is thus infinite about every E, including the mean.

## The linear function on (−1, 1)

Take ψ(x) = x on the interval (−1, 1). This models the node alone and is not a state of a particle in a box: ψ does not vanish at ±1, so boundary terms remain, and the mean of T found below differs from −½∫ψψ''/∫ψ², which is 0. Then T = 1/(2x²), ψ²T = ½, and the normalisation is ∫ψ² = 2/3. The normalised mean is

1 / (2/3) = 3/2.

The second-moment integrand is ψ²T² = 1/(4x²). Leaving out |x| < ε and dividing by the same normalisation 2/3 gives

(3/2) · ½ (1/ε − 1) = ¾ (1/ε − 1).

This is 74.25 for ε = 0.01 and 749.25 for ε = 0.001. Each tenfold approach to the node multiplies it by about ten.

## The estimator and its moments in Lean

The trial function is a map `ψ : ℝ → ℝ`, and integrals are taken with Lebesgue measure.

```lean
import Mathlib

open MeasureTheory Filter Set Topology

namespace NodalKineticEstimator

noncomputable section
```

The estimator T is `kineticEstimator`, with `deriv ψ x` for ψ'(x). At the node itself Lean gives the quotient the value 0, but a single point does not affect an integral.

```lean
/-- The nonnegative kinetic estimator `(1/2) (ψ'/ψ)²` of a real one-dimensional trial function,
meaningful where `ψ` is differentiable and nonzero. -/
def kineticEstimator (ψ : ℝ → ℝ) (x : ℝ) : ℝ := 1 / 2 * (deriv ψ x / ψ x) ^ 2
```

The integrand of the q-th moment is `weightedMoment`, with a real exponent `q`. It uses the unnormalised density ψ². On a small interval around a simple node ∫ψ² is finite and positive, so dividing by it changes the value of a moment but not whether it is finite.

```lean
/-- The integrand `ψ² T^q` of the `q`-th moment of the kinetic estimator `T` under the unnormalised
density `ψ²`, meaningful where `ψ` is differentiable and nonzero and, if `q < 0`, its derivative is
nonzero as well. -/
def weightedMoment (ψ : ℝ → ℝ) (q x : ℝ) : ℝ := ψ x ^ 2 * kineticEstimator ψ x ^ q
```

Finiteness is expressed by `IntegrableOn`, which requires measurability and a finite integral of the absolute value. Near the node ψ is continuous and its derivative is measurable, so there a failure of integrability means that the integral of the nonnegative integrand is infinite.

## Comparison with a pure power

The first lemma supplies the convergent half of the power integral on both sides of the origin. Mathlib has the criterion for xˢ on (0, t). The proof extends that function by zero, adds its mirror image through `hf.comp_neg`, and checks that the sum is |x|ˢ away from 0.

```lean
/-- The power `|x|^s` is integrable on a symmetric interval around the origin when `s > -1`. -/
theorem abs_rpow_integrableOn {s t : ℝ} (hs : -1 < s) (ht : 0 < t) :
    IntegrableOn (fun x : ℝ => |x| ^ s) (Ioo (-t) t) := by
  have hf : Integrable ((Ioo (0 : ℝ) t).indicator (fun x : ℝ => x ^ s)) :=
    (integrable_indicator_iff measurableSet_Ioo).2
      ((intervalIntegral.integrableOn_Ioo_rpow_iff ht).2 hs)
  have hne : ∀ᵐ x : ℝ, x ≠ 0 := compl_mem_ae_iff.2 (measure_singleton (0 : ℝ))
  -- add the right half and its mirror image
  refine Integrable.congr (hf.add hf.comp_neg).integrableOn ?_
  filter_upwards [ae_restrict_mem measurableSet_Ioo, ae_restrict_of_ae hne] with x hx h0
  show (Ioo (0 : ℝ) t).indicator (fun x : ℝ => x ^ s) x
    + (Ioo (0 : ℝ) t).indicator (fun x : ℝ => x ^ s) (-x) = |x| ^ s
  rcases lt_or_gt_of_ne h0 with h | h
  · have h1 : x ∉ Ioo (0 : ℝ) t := fun h' => by linarith [h'.1]
    have h2 : -x ∈ Ioo (0 : ℝ) t := ⟨by linarith, by linarith [hx.1]⟩
    rw [indicator_of_notMem h1, indicator_of_mem h2, abs_of_neg h, zero_add]
  · have h1 : x ∈ Ioo (0 : ℝ) t := ⟨h, hx.2⟩
    have h2 : -x ∉ Ioo (0 : ℝ) t := fun h' => by linarith [h'.1]
    rw [indicator_of_mem h1, indicator_of_notMem h2, abs_of_pos h, add_zero]
```

The next theorem is the limit L. The hypothesis `ContDiffAt ℝ 1 ψ 0` says that ψ is C¹ near 0, while `h0` and `h1` make 0 a simple node. The notation `𝓝[≠] 0` means that x approaches 0 without being equal to it.

In the proof, `hg` is the limit of ψ(x)/x, `hk` is the limit of ψ'(x), and `hT` combines them into x²T → ½. Raising to the power q preserves the limit because ½ is not zero. The remaining lines are the collection of powers for x ≠ 0; the nonnegativity of T, recorded as `hK`, allows the real power of the product to be split.

```lean
variable {ψ : ℝ → ℝ}

/-- At a simple node of a trial function that is C¹ near 0, the moment integrand `ψ² T^q`
behaves as `ψ'(0)² (1/2)^q |x|^(2-2q)`. -/
theorem node_asymptotics (hψ : ContDiffAt ℝ 1 ψ 0) (h0 : ψ 0 = 0) (h1 : deriv ψ 0 ≠ 0)
    (q : ℝ) : Tendsto (fun x => weightedMoment ψ q x / |x| ^ (2 - 2 * q)) (𝓝[≠] 0)
      (𝓝 (deriv ψ 0 ^ 2 * (1 / 2) ^ q)) := by
  have hd : HasDerivAt ψ (deriv ψ 0) 0 := (hψ.differentiableAt (by simp)).hasDerivAt
  have hg : Tendsto (fun x => ψ x / x) (𝓝[≠] 0) (𝓝 (deriv ψ 0)) :=
    (hasDerivAt_iff_tendsto_slope.1 hd).congr (fun x => by simp [slope_def_field, h0])
  have hF : ContinuousAt (fderiv ℝ ψ) 0 :=
    (hψ.fderiv_right (m := 0) (by simp)).continuousAt
  have hc : ContinuousAt (deriv ψ) 0 := hF.clm_apply continuousAt_const
  have hk : Tendsto (deriv ψ) (𝓝[≠] 0) (𝓝 (deriv ψ 0)) :=
    hc.tendsto.mono_left nhdsWithin_le_nhds
  -- the estimator multiplied by x² tends to 1/2
  have hT := ((hk.div hg h1).pow 2).const_mul (1 / 2 : ℝ)
  rw [div_self h1, one_pow, mul_one] at hT
  refine ((hg.pow 2).mul (hT.rpow_const (p := q) (Or.inl (by norm_num)))).congr' ?_
  filter_upwards [self_mem_nhdsWithin] with x hx
  have hpos : 0 < |x| := abs_pos.2 hx
  have e : 1 / 2 * (deriv ψ x / (ψ x / x)) ^ 2 = kineticEstimator ψ x * |x| ^ 2 := by
    rw [sq_abs, kineticEstimator, div_div_eq_mul_div]
    ring
  have e2 : |x| ^ (2 - 2 * q) = |x| ^ 2 / (|x| ^ 2) ^ q := by
    rw [Real.rpow_sub hpos, Real.rpow_mul hpos.le, Real.rpow_two]
  have hK : 0 ≤ kineticEstimator ψ x := by unfold kineticEstimator; positivity
  show (ψ x / x) ^ 2 * (1 / 2 * (deriv ψ x / (ψ x / x)) ^ 2) ^ q = _
  rw [e, Real.mul_rpow hK (by positivity), e2, weightedMoment, div_div_eq_mul_div, sq_abs]
  ring
```

## The threshold q = 3/2

The criterion reads as follows: for each q there is a δ > 0 such that on every interval (a, b) with −δ < a < 0 < b < δ, the moment is integrable if and only if q < 3/2. The interval need not be symmetric, and δ may depend on ψ and q.

The proof names the limit `L` and chooses δ so that the ratio lies between L/2 and 2L and ψ stays C¹. If the moment is integrable, the lower bound on the right half (0, b) makes x^(2−2q) integrable there, and Mathlib's criterion returns 2 − 2q > −1. Conversely, if q < 3/2, the upper bound on the whole interval dominates the moment by the integrable function 2L|x|^(2−2q). `Integrable.mono'` carries out both comparisons.

```lean
/-- For a trial function that is C¹ near a simple node at 0, the `q`-th moment of the kinetic
estimator is finite on every sufficiently small interval around the node exactly when
`q < 3/2`. -/
theorem moment_integrable_iff (hψ : ContDiffAt ℝ 1 ψ 0) (h0 : ψ 0 = 0) (h1 : deriv ψ 0 ≠ 0)
    (q : ℝ) : ∃ δ > 0, ∀ a b : ℝ, -δ < a → a < 0 → 0 < b → b < δ →
      (IntegrableOn (weightedMoment ψ q) (Ioo a b) ↔ q < 3 / 2) := by
  have hlim := node_asymptotics hψ h0 h1 q
  have hL : 0 < deriv ψ 0 ^ 2 * (1 / 2 : ℝ) ^ q := by positivity
  generalize deriv ψ 0 ^ 2 * (1 / 2 : ℝ) ^ q = L at hlim hL
  have hev := eventually_nhdsWithin_iff.1
    (hlim.eventually (Ioo_mem_nhds (show L / 2 < L by linarith) (show L < 2 * L by linarith)))
  obtain ⟨δ, hδ, H⟩ := Metric.eventually_nhds_iff.1 (hev.and (hψ.eventually (by simp)))
  refine ⟨δ, hδ, fun a b ha ha0 hb0 hb => ?_⟩
  have hball : ∀ x ∈ Ioo a b, dist x 0 < δ := fun x hx => by
    rw [Real.dist_eq, sub_zero, abs_lt]
    exact ⟨by linarith [hx.1], by linarith [hx.2]⟩
  constructor
  · -- lower comparison on the right half of the interval
    intro hI
    have hR : IntegrableOn (weightedMoment ψ q) (Ioo 0 b) :=
      hI.mono_set (Ioo_subset_Ioo_left ha0.le)
    have hm : Measurable (fun x : ℝ => x ^ (2 - 2 * q)) := by fun_prop
    have hp : IntegrableOn (fun x : ℝ => x ^ (2 - 2 * q)) (Ioo 0 b) := by
      refine Integrable.mono' (Integrable.const_mul hR (L / 2)⁻¹) hm.aestronglyMeasurable ?_
      filter_upwards [ae_restrict_mem measurableSet_Ioo] with x hx
      have hb' := ((H (hball x ⟨ha0.trans hx.1, hx.2⟩)).1 (ne_of_gt hx.1)).1
      rw [abs_of_pos hx.1, lt_div_iff₀ (Real.rpow_pos_of_pos hx.1 _)] at hb'
      rw [Real.norm_of_nonneg (Real.rpow_nonneg hx.1.le _), ← div_eq_inv_mul,
        le_div_iff₀ (by linarith), mul_comm]
      exact hb'.le
    have := (intervalIntegral.integrableOn_Ioo_rpow_iff hb0).1 hp
    linarith
  · -- upper comparison on the whole interval
    intro hq
    have hp : IntegrableOn (fun x : ℝ => |x| ^ (2 - 2 * q)) (Ioo a b) :=
      (abs_rpow_integrableOn (by linarith) hδ).mono_set (Ioo_subset_Ioo ha.le hb.le)
    have hcont : ContinuousOn ψ (Ioo a b) := fun x hx =>
      (H (hball x hx)).2.continuousAt.continuousWithinAt
    have hmψ : AEMeasurable ψ (volume.restrict (Ioo a b)) :=
      hcont.aemeasurable measurableSet_Ioo
    have hm : AEMeasurable (weightedMoment ψ q) (volume.restrict (Ioo a b)) :=
      (hmψ.pow_const 2).mul
        (((((measurable_deriv ψ).aemeasurable.div hmψ).pow_const 2).const_mul _).pow_const q)
    have hne : ∀ᵐ x : ℝ, x ≠ 0 := compl_mem_ae_iff.2 (measure_singleton (0 : ℝ))
    refine Integrable.mono' (Integrable.const_mul hp (2 * L)) hm.aestronglyMeasurable ?_
    filter_upwards [ae_restrict_mem measurableSet_Ioo, ae_restrict_of_ae hne] with x hx hx0
    have hb' := ((H (hball x hx)).1 hx0).2
    rw [div_lt_iff₀ (Real.rpow_pos_of_pos (abs_pos.2 hx0) _)] at hb'
    have hw : 0 ≤ weightedMoment ψ q x := by
      unfold weightedMoment kineticEstimator; positivity
    rw [Real.norm_of_nonneg hw]
    exact hb'.le
```

The divergence does not depend on the interval being small. In the following theorem `s` is a set containing a neighbourhood of 0, and no longer an exponent; it may be the whole line. If the moment were integrable on `s`, it would be integrable on a small symmetric interval inside `s`, and the criterion would force q < 3/2.

```lean
/-- For a trial function that is C¹ near a simple node at 0, every moment of order `q ≥ 3/2` of
the kinetic estimator diverges on every neighbourhood of the node, however large. -/
theorem moment_diverges (hψ : ContDiffAt ℝ 1 ψ 0) (h0 : ψ 0 = 0) (h1 : deriv ψ 0 ≠ 0)
    {q : ℝ} (hq : 3 / 2 ≤ q) {s : Set ℝ} (hs : s ∈ 𝓝 0) :
    ¬ IntegrableOn (weightedMoment ψ q) s := by
  intro hI
  obtain ⟨δ, hδ, H⟩ := moment_integrable_iff hψ h0 h1 q
  obtain ⟨ε, hε, hsub⟩ := Metric.mem_nhds_iff.1 hs
  have hr : 0 < min δ ε := lt_min hδ hε
  have l1 := min_le_left δ ε
  have l2 := min_le_right δ ε
  have hJ : IntegrableOn (weightedMoment ψ q) (Ioo (-(min δ ε / 2)) (min δ ε / 2)) := by
    refine hI.mono_set (fun x hx => hsub ?_)
    rw [Metric.mem_ball, Real.dist_eq, sub_zero, abs_lt]
    exact ⟨by linarith [hx.1], by linarith [hx.2]⟩
  have := (H _ _ (by linarith) (by linarith) (by linarith) (by linarith)).1 hJ
  linarith
```

The slope condition matters here. For ψ(x) = x², whose derivative vanishes at the node, ψ²T² equals 4 for all x ≠ 0, and the second moment on a bounded interval is finite.

## Mean and variance together

The final theorem gives one δ that serves both statements. On every interval (a, b) around the node within that range, ψ²T is integrable, and for every real `E` the function ψ²(T − E)² is not.

The proof takes the smaller of the two δ's obtained for q = 0 and q = 1, which gives the finite integrals `i0` and `i1`. The identity `e2` is the rearranged square from the derivation by hand. Assuming a finite mean square deviation `hE`, it makes the second moment integrable, against `moment_diverges` with q = 2.

```lean
/-- For a trial function that is C¹ near a simple node at 0, on every sufficiently small interval
around the node the kinetic estimator has a finite mean under `ψ²`, while its mean square
deviation from any reference value `E` is infinite. -/
theorem finite_mean_infinite_variance (hψ : ContDiffAt ℝ 1 ψ 0) (h0 : ψ 0 = 0)
    (h1 : deriv ψ 0 ≠ 0) : ∃ δ > 0, ∀ a b : ℝ, -δ < a → a < 0 → 0 < b → b < δ →
      IntegrableOn (fun x => ψ x ^ 2 * kineticEstimator ψ x) (Ioo a b) ∧
      ∀ E : ℝ, ¬ IntegrableOn (fun x => ψ x ^ 2 * (kineticEstimator ψ x - E) ^ 2) (Ioo a b) := by
  obtain ⟨d, hd, H0⟩ := moment_integrable_iff hψ h0 h1 0
  obtain ⟨d', hd', H1⟩ := moment_integrable_iff hψ h0 h1 1
  refine ⟨min d d', lt_min hd hd', fun a b ha ha0 hb0 hb => ?_⟩
  have l := min_le_left d d'
  have l' := min_le_right d d'
  have i0 := (H0 a b (by linarith) ha0 hb0 (by linarith)).2 (by norm_num)
  have i1 := (H1 a b (by linarith) ha0 hb0 (by linarith)).2 (by norm_num)
  have e1 : weightedMoment ψ 1 = fun x => ψ x ^ 2 * kineticEstimator ψ x := by
    funext x
    rw [weightedMoment, Real.rpow_one]
  refine ⟨e1 ▸ i1, fun E hE => ?_⟩
  -- a finite variance would make the second moment finite
  have e2 : weightedMoment ψ 2 = fun x => ψ x ^ 2 * (kineticEstimator ψ x - E) ^ 2
      + 2 * E * weightedMoment ψ 1 x - E ^ 2 * weightedMoment ψ 0 x := by
    funext x
    simp only [weightedMoment, Real.rpow_two, Real.rpow_one, Real.rpow_zero]
    ring
  refine moment_diverges hψ h0 h1 (q := 2) (by norm_num) (Ioo_mem_nhds ha0 hb0) ?_
  rw [e2]
  exact (Integrable.add hE (Integrable.const_mul i1 (2 * E))).sub
    (Integrable.const_mul i0 (E ^ 2))

end

end NodalKineticEstimator
```

The finite mean is a local statement: over the whole line it also requires that ψ'² be integrable away from the node. The infinite variance needs no such addition, since a nonnegative integrand with an infinite integral near the node has an infinite integral over any larger region.

The step from this model to a many-electron calculation is the passage from a point on a line to a nodal surface in configuration space. Where the wave function is smooth and has a nonzero gradient on that surface, the distance to the surface takes the role of x, and the same power counting leads one to expect an infinite variance there as well; the theorems themselves concern one coordinate.

```lean
#print axioms NodalKineticEstimator.finite_mean_infinite_variance
```

```
'NodalKineticEstimator.finite_mean_infinite_variance' depends on axioms: [propext, Classical.choice, Quot.sound]
```
